# The Drude–Matsubara resonance: two diverging terms with a finite sum

To tabulate the bath correlation function from its Matsubara expansion, a program evaluates one coefficient for the Drude pole and one for each Matsubara pole that it keeps. If the Drude cutoff equals the frequency of one of the Matsubara poles kept, two of these coefficients are undefined, and the program can use the limit of their combined contribution instead. The problems below find that limit for a harmonic bath with a Drude spectral density, one resonant pair at a time.

## The two terms

Set ħ = 1. Let β > 0 be the inverse temperature, t the time, k the Drude cutoff and n = 0, 1, 2, … an index. The Matsubara frequencies, and the contributions of the Drude pole and of the n-th Matsubara pole, are

νₙ = 2πn/β

D(k) = cot(βk/2) e^(−kt)

M(k) = 4νₙ/(β(νₙ² − k²)) · e^(−νₙt)

A common prefactor, proportional to the coupling strength and to k, has been divided out. D is the real part of the Drude contribution; the imaginary part is regular at the resonance and is left out, as are the other Matsubara terms. The pole expansion itself is taken as given, not derived from the spectral density.

In Lean, `ν β n` is νₙ, `drudeTerm β t k` is D(k) and `matsubaraTerm β t n k` is M(k). All quantities are real except the natural number `n`. The theorems allow every real t unless they say otherwise, although the expansion describes the bath only for t > 0. At t = 0 each term is still defined, but the sum over all Matsubara poles diverges. The last definition, `resonantTerm`, is a shorthand used in parts (e) and (h).

```lean
import Mathlib

open Real Filter Topology

namespace DrudeMatsubaraResonance

noncomputable section

/-- The `n`-th Matsubara frequency `2πn/β` (with `ħ = 1`) at inverse temperature `β ≠ 0`. -/
def ν (β : ℝ) (n : ℕ) : ℝ := 2 * π * n / β

/-- The real part of the contribution of the Drude pole `k` to the bath correlation function at time
`t ≥ 0`, divided by a prefactor common to all poles, for `βk/2` not a multiple of `π`. -/
def drudeTerm (β t k : ℝ) : ℝ := Real.cot (β * k / 2) * exp (-k * t)

/-- The contribution of the `n`-th Matsubara pole to the correlation function of a Drude bath of
cutoff `k` at time `t ≥ 0`, divided by a prefactor common to all poles, for `β ≠ 0` and `k`
different from plus or minus the Matsubara frequency. -/
def matsubaraTerm (β t : ℝ) (n : ℕ) (k : ℝ) : ℝ :=
  4 * ν β n / (β * (ν β n ^ 2 - k ^ 2)) * exp (-ν β n * t)

/-- An exponential times a linear function of time, `exp(-νt)(1 - 2νt)/(2πn)`, where `ν` is the
`n`-th Matsubara frequency, `β ≠ 0` and `n ≥ 1`. -/
def resonantTerm (β t : ℝ) (n : ℕ) : ℝ :=
  exp (-ν β n * t) * (1 - 2 * ν β n * t) / (2 * π * n)
```

## (a) Frequency times inverse temperature

Show that the product of β and the n-th Matsubara frequency does not depend on temperature:

βνₙ = 2πn

**Solution.** Multiply νₙ = 2πn/β by β, which is nonzero. The Lean proof unfolds the definition and clears the denominator in the same way.

```lean
lemma beta_mul_ν {β : ℝ} (hβ : 0 < β) (n : ℕ) : β * ν β n = 2 * π * n := by
  unfold ν
  field_simp
```

## (b) The sign of the frequency

Show that every Matsubara frequency with n ≥ 1 is positive:

νₙ > 0

**Solution.** In 2πn/β the numerator and the denominator are both positive. In Lean, the hypothesis `1 ≤ n` is first turned into positivity of `n` as a real number.

```lean
lemma ν_pos {β : ℝ} (hβ : 0 < β) {n : ℕ} (hn : 1 ≤ n) : 0 < ν β n := by
  have h : (0 : ℝ) < n := by exact_mod_cast hn
  unfold ν
  positivity
```

## (c) The cotangent near its pole

Show that, for 0 < |x| < π/2, the cotangent differs from 1/x by at most half of |x|:

|cot x − 1/x| ≤ |x|/2

**Solution.** Take 0 < x < π/2 first, so that sin x and cos x are positive. From x < tan x we get x cos x < sin x, hence

cot x < 1/x

For the other side, use sin x < x and cos x ≥ 1 − x²/2:

cot x > cos x / x ≥ (1 − x²/2)/x = 1/x − x/2

Therefore −x/2 ≤ cot x − 1/x ≤ 0. For negative x, the function cot x − 1/x is odd, so its absolute value at x equals that at −x.

In the Lean proof, `pos` is the case of positive argument, with `hup` and `hlow` as the two bounds. The final case split handles negative x by oddness.

```lean
/-- For `0 < |x| < π/2` the cotangent differs from its pole `1/x` by at most `|x|/2`. -/
theorem abs_cot_sub_inv_le {x : ℝ} (hx : x ≠ 0) (hx' : |x| < π / 2) :
    |Real.cot x - 1 / x| ≤ |x| / 2 := by
  have pos : ∀ y : ℝ, 0 < y → y < π / 2 → |Real.cot y - 1 / y| ≤ y / 2 := by
    intro y h0 h1
    have hs : 0 < sin y := Real.sin_pos_of_pos_of_lt_pi h0 (by linarith)
    have hc : 0 < cos y := Real.cos_pos_of_mem_Ioo ⟨by linarith, h1⟩
    -- the upper bound is `y < tan y`
    have htan : y * cos y < sin y := by
      have h := Real.lt_tan h0 h1
      rwa [Real.tan_eq_sin_div_cos, lt_div_iff₀ hc] at h
    have hup : cos y / sin y ≤ 1 / y := by
      rw [div_le_div_iff₀ hs h0]
      linarith
    -- the lower bound uses `sin y < y` and `1 - y²/2 ≤ cos y`
    have hlow : 1 / y - y / 2 ≤ cos y / sin y := by
      have h2 : 1 / y - y / 2 ≤ cos y / y := by
        rw [le_div_iff₀ h0]
        have h3 : (1 / y - y / 2) * y = 1 - y ^ 2 / 2 := by
          rw [sub_mul, one_div, inv_mul_cancel₀ h0.ne']
          ring
        rw [h3]
        exact Real.one_sub_sq_div_two_le_cos
      have h4 : cos y / y ≤ cos y / sin y := by
        rw [div_le_div_iff₀ h0 hs]
        exact mul_le_mul_of_nonneg_left (Real.sin_lt h0).le hc.le
      exact h2.trans h4
    rw [Real.cot_eq_cos_div_sin, abs_le]
    constructor <;> linarith
  rcases lt_or_gt_of_ne hx with h | h
  · rw [abs_of_neg h] at hx' ⊢
    have h1 := pos (-x) (by linarith) hx'
    have h2 : Real.cot (-x) - 1 / (-x) = -(Real.cot x - 1 / x) := by
      simp only [Real.cot_eq_cos_div_sin, Real.cos_neg, Real.sin_neg, div_neg]
      ring
    rwa [h2, abs_neg] at h1
  · rw [abs_of_pos h] at hx' ⊢
    exact pos x h hx'
```

## (d) Subtracting the pole at a Matsubara frequency

Show that the factor cot(βk/2) in D(k) has a simple pole at νₙ, and that what remains after subtracting the pole tends to zero there. As k → νₙ with k ≠ νₙ,

cot(βk/2) − 2/(β(k − νₙ)) → 0

**Solution.** Put x = β(k − νₙ)/2. By part (a),

βk/2 = x + nπ

The cotangent has period π, so cot(βk/2) = cot x. The subtracted term is 2/(β(k − νₙ)) = 1/x. Once k is close enough to νₙ that |x| < π/2, part (c) bounds the difference by |x|/2, which tends to zero.

In the Lean statement, `𝓝[≠] ν β n` means that k approaches νₙ without being equal to it, from either side. The shift of the argument is `harg`, the periodicity is `hcot`, and `squeeze_zero_norm'` concludes from the bound.

```lean
/-- For `β > 0`, subtracting the simple pole `2/(β(k - ν))` from `cot(βk/2)` leaves a remainder
that vanishes as `k` approaches the Matsubara frequency `ν`. -/
theorem tendsto_cot_sub_pole {β : ℝ} (hβ : 0 < β) (n : ℕ) :
    Tendsto (fun k => Real.cot (β * k / 2) - 2 / (β * (k - ν β n))) (𝓝[≠] ν β n) (𝓝 0) := by
  have hcont : Continuous fun k : ℝ => |β * (k - ν β n) / 2| := by fun_prop
  have hlim : Tendsto (fun k : ℝ => |β * (k - ν β n) / 2|) (𝓝[≠] ν β n) (𝓝 0) :=
    (hcont.tendsto' _ 0 (by simp)).mono_left nhdsWithin_le_nhds
  refine squeeze_zero_norm' (a := fun k => |β * (k - ν β n) / 2| / 2) ?_
    (by simpa only [zero_div] using hlim.div_const 2)
  filter_upwards [hlim.eventually_lt_const Real.pi_div_two_pos, self_mem_nhdsWithin]
    with k hk hne
  have hsub : k - ν β n ≠ 0 := sub_ne_zero.mpr hne
  have harg : β * k / 2 = β * (k - ν β n) / 2 + n * π := by
    linear_combination (1 / 2) * beta_mul_ν hβ n
  -- the cotangent has period `π`
  have hcot : Real.cot (β * k / 2) = Real.cot (β * (k - ν β n) / 2) := by
    rw [harg, Real.cot_eq_cos_div_sin, Real.cot_eq_cos_div_sin, Real.cos_add_nat_mul_pi,
      Real.sin_add_nat_mul_pi, mul_div_mul_left _ _ (pow_ne_zero n (by norm_num))]
  have hinv : 2 / (β * (k - ν β n)) = 1 / (β * (k - ν β n) / 2) := (one_div_div _ _).symm
  rw [Real.norm_eq_abs, hcot, hinv]
  exact abs_cot_sub_inv_le (div_ne_zero (mul_ne_zero hβ.ne' hsub) two_ne_zero) hk
```

## (e) The limit of the sum

Show that for n ≥ 1 and any fixed t the two contributions together have a finite limit. As k → νₙ with k ≠ νₙ,

D(k) + M(k) → e^(−νₙt) (1 − 2νₙt)/(2πn)

**Solution.** Split the Matsubara coefficient into partial fractions:

4νₙ/(β(νₙ² − k²)) = 2/(β(k + νₙ)) − 2/(β(k − νₙ))

Add and subtract 2e^(−kt)/(β(k − νₙ)). The sum D(k) + M(k) then consists of three parts:

[cot(βk/2) − 2/(β(k − νₙ))] e^(−kt)

(2/β) · (e^(−kt) − e^(−νₙt))/(k − νₙ)

2/(β(k + νₙ)) · e^(−νₙt)

The first tends to 0 by part (d). The second contains the difference quotient of e^(−kt) with respect to k, so it tends to −(2t/β) e^(−νₙt). The third tends to e^(−νₙt)/(βνₙ). Adding the limits gives

e^(−νₙt) (1 − 2νₙt)/(βνₙ)

and part (a) replaces βνₙ by 2πn.

The condition n ≥ 1 excludes n = 0, where the claim fails. There ν₀ = 0 and M(k) = 0, while D(k) = cot(βk/2) e^(−kt) is unbounded as k → 0, with no second pole to compensate it. The full Drude contribution stays finite in this limit at fixed coupling strength, because the prefactor divided out is proportional to k.

In Lean, `h1`, `h2` and `h3` are the three limits in this order, and `hval` adds up their values. The partial fractions are `hpf`. The step `h.congr'` carries the limit over to the original sum, which agrees with the three-part expression for positive k near νₙ, k ≠ νₙ.

```lean
/-- For `β > 0` and `n ≥ 1`, the sum of the Drude term and the `n`-th Matsubara term has the
finite limit `exp(-νt)(1 - 2νt)/(2πn)` as the cutoff approaches the Matsubara frequency `ν`. -/
theorem resonance_removable {β : ℝ} (hβ : 0 < β) {n : ℕ} (hn : 1 ≤ n) (t : ℝ) :
    Tendsto (fun k => drudeTerm β t k + matsubaraTerm β t n k)
      (𝓝[≠] ν β n) (𝓝 (resonantTerm β t n)) := by
  have hν := ν_pos hβ hn
  have hd : HasDerivAt (fun k : ℝ => exp (-k * t)) (-t * exp (-ν β n * t)) (ν β n) :=
    (((hasDerivAt_id' (ν β n)).fun_neg.mul_const t).exp).congr_deriv (by ring)
  have h1 := (tendsto_cot_sub_pole hβ n).mul
    (hd.continuousAt.tendsto.mono_left nhdsWithin_le_nhds)
  -- the difference quotient of the exponential produces the term linear in time
  have h2 := (hasDerivAt_iff_tendsto_slope.mp hd).const_mul (2 / β)
  have h3 : ContinuousAt (fun k : ℝ => exp (-ν β n * t) * (2 / (β * (k + ν β n)))) (ν β n) :=
    continuousAt_const.mul (continuousAt_const.div (by fun_prop) (by positivity))
  have h := (h1.add h2).add (h3.tendsto.mono_left nhdsWithin_le_nhds)
  have hval : 0 * exp (-ν β n * t) + 2 / β * (-t * exp (-ν β n * t))
      + exp (-ν β n * t) * (2 / (β * (ν β n + ν β n))) = resonantTerm β t n := by
    unfold resonantTerm
    rw [← beta_mul_ν hβ n, ← two_mul]
    generalize exp (-ν β n * t) = E
    field_simp
    ring
  rw [hval] at h
  refine h.congr' ?_
  filter_upwards [self_mem_nhdsWithin, nhdsWithin_le_nhds (lt_mem_nhds hν)] with k hne hk
  have hsub : k - ν β n ≠ 0 := sub_ne_zero.mpr hne
  have hadd : k + ν β n ≠ 0 := by positivity
  -- partial fractions of the Matsubara coefficient
  have hpf : 4 * ν β n / (β * (ν β n ^ 2 - k ^ 2))
      = 2 / (β * (k + ν β n)) - 2 / (β * (k - ν β n)) := by
    rw [show ν β n ^ 2 - k ^ 2 = -((k - ν β n) * (k + ν β n)) by ring]
    field_simp
    ring
  have hsplit : 2 / (β * (k - ν β n)) = 2 / β / (k - ν β n) := (div_div _ _ _).symm
  simp only [slope_def_field, drudeTerm, matsubaraTerm]
  rw [hpf, hsplit]
  ring
```

## (f) Each term alone

Show that for n ≥ 1 neither contribution has a finite limit by itself. As k → νₙ with k ≠ νₙ,

|D(k)| → ∞ and |M(k)| → ∞

**Solution.** For the Matsubara term,

|M(k)| = 4νₙ e^(−νₙt)/(β|νₙ² − k²|)

The numerator is a positive constant and the denominator tends to zero through positive values, so the quotient grows without bound. For the Drude term, the triangle inequality gives

|D(k)| ≥ |M(k)| − |D(k) + M(k)|

By part (e) the last term stays bounded, so the right-hand side tends to infinity. In floating-point arithmetic, adding the two terms close to resonance therefore subtracts large, nearly equal numbers and loses digits.

In Lean, divergence to infinity is convergence to `atTop`. The vanishing denominator is `hden`, the Matsubara result is `hB`, and `tendsto_atTop_mono` applies the lower bound to the Drude term.

```lean
/-- For `β > 0` and `n ≥ 1`, the Drude term and the `n`-th Matsubara term each diverge in
absolute value as the cutoff approaches the `n`-th Matsubara frequency. -/
theorem each_term_diverges {β : ℝ} (hβ : 0 < β) {n : ℕ} (hn : 1 ≤ n) (t : ℝ) :
    Tendsto (fun k => |drudeTerm β t k|) (𝓝[≠] ν β n) atTop ∧
    Tendsto (fun k => |matsubaraTerm β t n k|) (𝓝[≠] ν β n) atTop := by
  have hν := ν_pos hβ hn
  have hcont : Continuous fun k : ℝ => |β * (ν β n ^ 2 - k ^ 2)| := by fun_prop
  have hden : Tendsto (fun k : ℝ => |β * (ν β n ^ 2 - k ^ 2)|) (𝓝[≠] ν β n) (𝓝[>] 0) := by
    refine tendsto_nhdsWithin_iff.mpr
      ⟨(hcont.tendsto' _ 0 (by simp)).mono_left nhdsWithin_le_nhds, ?_⟩
    filter_upwards [self_mem_nhdsWithin, nhdsWithin_le_nhds (lt_mem_nhds hν)] with k hne hk
    have hsub : k - ν β n ≠ 0 := sub_ne_zero.mpr hne
    have hadd : k + ν β n ≠ 0 := by positivity
    refine abs_pos.mpr (mul_ne_zero hβ.ne' ?_)
    rw [show ν β n ^ 2 - k ^ 2 = -((k - ν β n) * (k + ν β n)) by ring]
    exact neg_ne_zero.mpr (mul_ne_zero hsub hadd)
  have hB : Tendsto (fun k => |matsubaraTerm β t n k|) (𝓝[≠] ν β n) atTop := by
    have hc : 0 < 4 * ν β n * exp (-ν β n * t) := by positivity
    refine ((tendsto_inv_nhdsGT_zero.comp hden).const_mul_atTop hc).congr (fun k => ?_)
    simp only [Function.comp_apply, matsubaraTerm]
    rw [abs_mul (4 * ν β n / (β * (ν β n ^ 2 - k ^ 2))), abs_div,
      abs_of_pos (Real.exp_pos _), abs_of_pos (by positivity : 0 < 4 * ν β n)]
    ring
  refine ⟨?_, hB⟩
  -- the sum stays finite, so the Drude term must diverge as well
  refine tendsto_atTop_mono (fun k => ?_) (hB.atTop_add (resonance_removable hβ hn t).abs.neg)
  have h := abs_sub (drudeTerm β t k + matsubaraTerm β t n k) (drudeTerm β t k)
  rw [add_sub_cancel_left] at h
  linarith
```

## (g) The lowest resonance written out

Let v = 2π/β be the first Matsubara frequency. Show that, as k → v with k ≠ v,

cot(βk/2) e^(−kt) + 4v e^(−vt)/(β(v² − k²)) → e^(−vt) (1 − 2vt)/(2π)

**Solution.** Set n = 1 in part (e), where ν₁ = v. The Lean theorem displays both terms and the limit explicitly, so it can be read without the earlier definitions. The hypothesis `hv` fixes `v`, and the proof identifies it with `ν β 1` before applying the general result.

```lean
/-- The lowest resonance: for `β > 0` and `v = 2π/β`, the sum of the Drude term and the first
Matsubara term tends to `exp(-vt)(1 - 2vt)/(2π)` as `k` approaches `v`. -/
theorem first_resonance {β v : ℝ} (hβ : 0 < β) (hv : v = 2 * π / β) (t : ℝ) :
    Tendsto (fun k => Real.cot (β * k / 2) * exp (-k * t)
        + 4 * v / (β * (v ^ 2 - k ^ 2)) * exp (-v * t))
      (𝓝[≠] v) (𝓝 (exp (-v * t) * (1 - 2 * v * t) / (2 * π))) := by
  have e : ν β 1 = v := by simp [ν, hv]
  have h := resonance_removable hβ le_rfl t
  simp only [drudeTerm, matsubaraTerm, resonantTerm, e, Nat.cast_one, mul_one] at h
  exact h
```

## (h) The limit is not a single exponential of rate νₙ

Write R(t) for the limit found in part (e). Show that for n ≥ 1 there is no constant c for which

R(t) = c e^(−νₙt) for all t ≥ 0

**Solution.** Suppose there were such a c. Dividing by the exponential and multiplying by 2πn gives

1 − 2νₙt = 2πn c for all t ≥ 0

At t = 0 the left-hand side is 1, and at t = 1, in whatever unit of time is used, it is 1 − 2νₙ. Both equal the same constant, so νₙ = 0, which contradicts part (b).

For hierarchical equations of motion built on exponentials with constant coefficients, this means that merging the resonant Drude–Matsubara pair into a single mode of rate νₙ does not reproduce its limit.

In Lean, R(t) is `resonantTerm β t n`. The equation without the exponential is `key`, and `h0` and `h1` evaluate it at the two times.

```lean
/-- For `β > 0` and `n ≥ 1`, the resonant term is not a constant multiple of the decaying
exponential `exp(-νt)` on `t ≥ 0`, where `ν` is the `n`-th Matsubara frequency. -/
theorem resonantTerm_not_exponential {β : ℝ} (hβ : 0 < β) {n : ℕ} (hn : 1 ≤ n) :
    ¬ ∃ c : ℝ, ∀ t : ℝ, 0 ≤ t → resonantTerm β t n = c * exp (-ν β n * t) := by
  rintro ⟨c, hc⟩
  have hν := ν_pos hβ hn
  have hn0 : (0 : ℝ) < n := by exact_mod_cast hn
  have hp : 0 < 2 * π * (n : ℝ) := by positivity
  -- dividing out the exponential would make `1 - 2νt` constant in time
  have key : ∀ t : ℝ, 0 ≤ t → 1 - 2 * ν β n * t = c * (2 * π * n) := by
    intro t ht
    have h := hc t ht
    unfold resonantTerm at h
    rw [div_eq_iff hp.ne'] at h
    apply mul_left_cancel₀ (Real.exp_pos (-ν β n * t)).ne'
    linear_combination h
  have h0 := key 0 le_rfl
  have h1 := key 1 zero_le_one
  linarith

end

end DrudeMatsubaraResonance
```

```lean
#print axioms DrudeMatsubaraResonance.each_term_diverges
#print axioms DrudeMatsubaraResonance.first_resonance
#print axioms DrudeMatsubaraResonance.resonantTerm_not_exponential
```

```
'DrudeMatsubaraResonance.each_term_diverges' depends on axioms: [propext, Classical.choice, Quot.sound]
'DrudeMatsubaraResonance.first_resonance' depends on axioms: [propext, Classical.choice, Quot.sound]
'DrudeMatsubaraResonance.resonantTerm_not_exponential' depends on axioms: [propext, Classical.choice, Quot.sound]
```
